# With noiseless drift and Metropolis rejection, any fixed weight above one makes walkers near a linear node multiply in place on average

Take one walker on a line, at distance $x = 0.1$ from a node where the trial function is $\psi(x) = x$. In units with $\hbar = m = 1$ the drift velocity is $\psi'/\psi = 1/x = 10$. With time step $\tau = 0.16$ and no random displacement, the proposed move ends at $y = 0.1 + 1.6 = 1.7$.

The probability density $\psi^2$ is 289 times larger at $y$ than at $x$, which favours the move. The reverse move is the obstacle. At $y$ the drift also points away from the node, so a return needs a random displacement of about $-1.69$, while its standard deviation is $\sqrt\tau = 0.4$. The resulting Gaussian factor is about $1.3\times10^{-4}$, and the Metropolis ratio is about $0.037$. The walker stays where it is with probability $0.963$. If each step also multiplies it by a weight $w = 1.1$, the expected number of copies left at $x$ is $1.1 \times 0.963 \approx 1.06$ after one step and more than 300 after a hundred.

These numbers belong to the noiseless move. With the usual Gaussian noise in the proposal, the mean acceptance from the same point is about a quarter, and a weight of 1.1 no longer makes up for the departures.

In diffusion Monte Carlo a persistent walker, one whose moves keep being rejected while it branches, can come to dominate the population. The theorems below establish one mechanism for this in a one-dimensional model with noiseless moves, the full drift velocity $1/x$ and a constant weight. Many codes limit the drift near nodes, which changes the acceptance there; the model does not include this.

## The move, its acceptance and the copies left behind

```lean
import Mathlib

open Filter Topology

namespace PersistentWalkers

noncomputable section
```

This loads the mathematics library Mathlib and makes its notation for limits available.

```lean
/-- End point of the noiseless drift move from `x ≠ 0` for the trial function `ψ(x) = x`,
whose drift velocity is `1/x`. -/
def driftMove (τ x : ℝ) : ℝ := x + τ / x
```

A `def` introduces a function. This one takes two real numbers, $\tau$ and $x$, and returns the end point $y = x + \tau/x$.

```lean
/-- Unnormalised drift-diffusion density for a move from `a ≠ 0` to `b` in a time step `τ > 0`. -/
def moveDensity (τ a b : ℝ) : ℝ := Real.exp (-(b - a - τ / a) ^ 2 / (2 * τ))
```

This is the density for a move from $a$ to $b$,
$$G(a\to b) = \exp\!\left(-\frac{(b-a-\tau/a)^2}{2\tau}\right).$$
It fixes the convention that the random displacement has variance $\tau$. The prefactor $1/\sqrt{2\pi\tau}$ is left out because it is the same in both directions and cancels in the ratio that follows.

```lean
/-- Metropolis ratio `ψ(y)² G(y → x) / (ψ(x)² G(x → y))` for `ψ(x) = x`,
with `x, y ≠ 0` and `τ > 0`. -/
def metropolisRatio (τ x y : ℝ) : ℝ :=
  y ^ 2 * moveDensity τ y x / (x ^ 2 * moveDensity τ x y)
```

This is the usual Metropolis ratio $\psi(y)^2G(y\to x)/\big(\psi(x)^2G(x\to y)\big)$ with $\psi(x)=x$.

```lean
/-- The Metropolis ratio of the noiseless drift move from `x > 0`, for `τ > 0`. -/
def driftRatio (τ x : ℝ) : ℝ := metropolisRatio τ x (driftMove τ x)
```

Here the ratio is evaluated at the drift move. Call the result $A(x)$. The model leaves out the noise in the proposal but keeps the Gaussian densities in the acceptance rule. Close to the node the drift length $\tau/x$ is much longer than the noise width $\sqrt\tau$, but the noise still matters for the acceptance: a random displacement towards the node shortens the way back and raises the ratio steeply. The mean acceptance over noisy proposals can therefore be well above the noiseless value, and the theorems do not estimate it.

```lean
/-- Acceptance probability of the noiseless drift move from `x > 0`, for `τ > 0`. -/
def acceptance (τ x : ℝ) : ℝ := min 1 (driftRatio τ x)
```

The acceptance probability is $p = \min(1, A)$. The minimum is needed because $A$ exceeds 1 at some distances from the node.

```lean
/-- Expected number of copies left at `x > 0` by one walker after one step with weight `w`:
the weight times the rejection probability. -/
def retention (τ w x : ℝ) : ℝ := w * (1 - acceptance τ x)
```

The retention factor is $R = w(1-p)$. The weight $w$ is a postulated constant. It stands for the branching factor $e^{-\tau(E_L-E_T)}$, which exceeds one where the local energy $E_L$ lies below the trial energy $E_T$.

```lean
/-- Expected number of copies that have stayed at `x > 0` through `n` steps,
starting from one walker. -/
def copies (τ w x : ℝ) : ℕ → ℝ
  | 0 => 1
  | n + 1 => retention τ w x * copies τ w x n
```

This is a recursion over the number of steps: $N_0 = 1$ and $N_{n+1} = R\,N_n$. It counts, on average, the copies that have stayed at $x$ throughout. Walkers that leave and come back are not included.

```lean
/-- The function `(1 + u)² exp(-(u/2)(1 + 1/(1 + u))²)` of a dimensionless variable `u ≥ 0`. -/
def scaledRatio (u : ℝ) : ℝ :=
  (1 + u) ^ 2 * Real.exp (-(u / 2 * (1 + 1 / (1 + u)) ^ 2))
```

With $u = \tau/x^2$, this defines
$$f(u) = (1+u)^2\exp\!\left(-\frac u2\Big(1+\frac1{1+u}\Big)^2\right).$$
It will turn out to be the Metropolis ratio in a dimensionless variable.

## One variable controls the ratio

```lean
/-- With `y = x + τ/x`, the Metropolis ratio of the drift move is
`(y/x)² exp(-(τ/x + τ/y)²/(2τ))`. -/
theorem driftRatio_eq (τ x : ℝ) :
    driftRatio τ x = (driftMove τ x / x) ^ 2 *
      Real.exp (-(τ / x + τ / driftMove τ x) ^ 2 / (2 * τ)) := by
  simp only [driftRatio, metropolisRatio, moveDensity, driftMove]
  -- the forward move has no noise, the reverse move must undo both drifts
  have h0 : x + τ / x - x - τ / x = 0 := by ring
  have h1 : x - (x + τ / x) - τ / (x + τ / x) = -(τ / x + τ / (x + τ / x)) := by ring
  have h2 : Real.exp (-(0 : ℝ) ^ 2 / (2 * τ)) = 1 := by simp
  rw [h0, h1, h2, neg_sq, mul_one, div_pow]
  ring
```

A `theorem` gives a statement after the colon and its proof after `:= by`. This one says
$$A(x) = \left(\frac yx\right)^2\exp\!\left(-\frac{(\tau/x+\tau/y)^2}{2\tau}\right),\qquad y = x+\frac\tau x.$$

By hand, the forward move has $y-x-\tau/x = 0$, so $G(x\to y) = 1$. The reverse move has $x-y-\tau/y = -(\tau/x+\tau/y)$: it must undo the first drift and overcome the second. Squaring removes the sign. In the proof, `h0` and `h2` treat the forward move and `h1` the reverse one. No positivity is assumed, because Lean assigns the value zero to division by zero and the identity still holds; its physical content is for $x,\tau>0$.

```lean
/-- The Metropolis ratio of the drift move depends on position and time step
only through `τ/x²`. -/
theorem driftRatio_scaling {τ x : ℝ} (hτ : 0 < τ) (hx : 0 < x) :
    driftRatio τ x = scaledRatio (τ / x ^ 2) := by
  rw [driftRatio_eq]
  unfold driftMove scaledRatio
  have hs : x ^ 2 + τ ≠ 0 := by positivity
  have h1 : (x + τ / x) / x = 1 + τ / x ^ 2 := by field
  have h2 : τ / (x + τ / x) = τ * x / (x ^ 2 + τ) := by
    rw [show x + τ / x = (x ^ 2 + τ) / x by field]
    field
  have h3 : 1 / (1 + τ / x ^ 2) = x ^ 2 / (x ^ 2 + τ) := by
    rw [show 1 + τ / x ^ 2 = (x ^ 2 + τ) / x ^ 2 by field]
    field
  have h4 : -(τ / x + τ * x / (x ^ 2 + τ)) ^ 2 / (2 * τ) =
      -(τ / x ^ 2 / 2 * (1 + x ^ 2 / (x ^ 2 + τ)) ^ 2) := by field
  rw [h1, h2, h3, h4]
```

The hypotheses `hτ` and `hx` say $\tau>0$ and $x>0$, and the conclusion is $A(x) = f(\tau/x^2)$.

By hand, $y/x = 1+u$, hence $\tau/y = (\tau/x)/(1+u)$, and
$$\frac{(\tau/x+\tau/y)^2}{2\tau} = \frac{\tau}{2x^2}\Big(1+\frac1{1+u}\Big)^2 = \frac u2\Big(1+\frac1{1+u}\Big)^2.$$
In Lean, `h1` is the first of these relations. The next two put the fractions over the common denominator $x^2+\tau$, and `h4` matches the exponents. The tactic `field` checks identities between fractions.

## The ratio vanishes at the node

```lean
/-- The scaled Metropolis ratio vanishes as `u = τ/x²` grows without bound. -/
theorem scaledRatio_tendsto : Tendsto scaledRatio atTop (𝓝 0) := by
  have h : ∀ n : ℕ, Tendsto (fun u : ℝ => (u / 2) ^ n * Real.exp (-(u / 2))) atTop (𝓝 0) :=
    fun n => (Real.tendsto_pow_mul_exp_neg_atTop_nhds_zero n).comp
      (tendsto_id.atTop_div_const two_pos)
  have H : Tendsto (fun u : ℝ => (u / 2) ^ 0 * Real.exp (-(u / 2)) +
      4 * ((u / 2) ^ 1 * Real.exp (-(u / 2))) + 4 * ((u / 2) ^ 2 * Real.exp (-(u / 2))))
      atTop (𝓝 (0 + 4 * 0 + 4 * 0)) :=
    ((h 0).add ((h 1).const_mul 4)).add ((h 2).const_mul 4)
  rw [show (0 : ℝ) + 4 * 0 + 4 * 0 = 0 by norm_num] at H
  refine squeeze_zero' (Eventually.of_forall fun u => ?_) ?_ H
  · unfold scaledRatio
    positivity
  · filter_upwards [eventually_ge_atTop (0 : ℝ)] with u hu
    -- the Gaussian factor is at most exp(-u/2)
    have e : Real.exp (-(u / 2 * (1 + 1 / (1 + u)) ^ 2)) ≤ Real.exp (-(u / 2)) := by
      apply Real.exp_le_exp.mpr
      have hq : 0 ≤ 1 / (1 + u) := by positivity
      nlinarith [mul_nonneg hu hq, mul_nonneg hu (sq_nonneg (1 / (1 + u)))]
    calc scaledRatio u ≤ (1 + u) ^ 2 * Real.exp (-(u / 2)) :=
          mul_le_mul_of_nonneg_left e (sq_nonneg _)
      _ = (u / 2) ^ 0 * Real.exp (-(u / 2)) + 4 * ((u / 2) ^ 1 * Real.exp (-(u / 2))) +
          4 * ((u / 2) ^ 2 * Real.exp (-(u / 2))) := by ring
```

`Tendsto scaledRatio atTop (𝓝 0)` reads: $f(u)\to0$ as $u\to\infty$.

For $u\ge0$ the bracket $1+1/(1+u)$ is at least 1, so
$$0\le f(u)\le(1+u)^2e^{-u/2} = e^{-v}+4v\,e^{-v}+4v^2e^{-v},\qquad v = \frac u2.$$
Each term on the right tends to zero, since an exponential beats any power. The proof takes this last fact from the library as `h`, uses it for the powers 0, 1 and 2 in `H`, and closes with the squeeze lemma `squeeze_zero'`. The inequality between the exponentials is `e`.

```lean
/-- At fixed time step the Metropolis ratio of the drift move tends to zero
as the walker approaches the node. -/
theorem driftRatio_tendsto_zero {τ : ℝ} (hτ : 0 < τ) :
    Tendsto (driftRatio τ) (𝓝[>] 0) (𝓝 0) := by
  have h : Tendsto (fun x : ℝ => τ * (x⁻¹) ^ 2) (𝓝[>] 0) atTop :=
    ((tendsto_pow_atTop two_ne_zero).comp tendsto_inv_nhdsGT_zero).const_mul_atTop hτ
  refine (scaledRatio_tendsto.comp h).congr' ?_
  filter_upwards [self_mem_nhdsWithin] with x hx
  have hx' : 0 < x := hx
  simp only [Function.comp_apply]
  rw [driftRatio_scaling hτ hx', inv_pow, ← div_eq_mul_inv]
```

The symbol `𝓝[>] 0` means that $x$ approaches zero from above. The theorem says that, at fixed $\tau>0$, $A(x)\to0$ as $x\to0^+$.

The argument is a composition of limits: $\tau/x^2\to\infty$, and $f$ vanishes there. The proof then replaces $f(\tau/x^2)$ by $A(x)$, which is permitted because the two agree for every $x>0$.

In this limit $p\to0$ and $R\to w$. A walker very close to the node almost never moves, and the expected number of its copies in place is multiplied by nearly the full weight at each step.

## A persistent layer of width proportional to √τ

```lean
/-- For every weight `w > 1` there is a `c > 0` such that, at any time step `τ`, a walker closer to
the node than `c√τ` leaves on average more than one copy of itself in place per step, and the
expected number of copies there grows without bound. -/
theorem persistent_near_node {w : ℝ} (hw : 1 < w) :
    ∃ c > 0, ∀ τ > 0, ∀ x > 0, x < c * √τ →
      1 < retention τ w x ∧ Tendsto (copies τ w x) atTop atTop := by
  have hw0 : 0 < w := by linarith
  have hgap : 0 < 1 - 1 / w := by
    have : 1 / w < 1 := (div_lt_one hw0).mpr hw
    linarith
  obtain ⟨U, hU⟩ := eventually_atTop.mp (scaledRatio_tendsto.eventually_lt_const hgap)
  obtain ⟨M, hMU, hM1⟩ : ∃ M : ℝ, U ≤ M ∧ 1 ≤ M := ⟨max U 1, le_max_left _ _, le_max_right _ _⟩
  have hM : 0 < M := by linarith
  refine ⟨1 / M, by positivity, fun τ hτ x hx hxc => ?_⟩
  -- inside the layer, τ/x² is large enough for the ratio to be below 1 - 1/w
  have hxM : x * M < √τ := by
    calc x * M < 1 / M * √τ * M := mul_lt_mul_of_pos_right hxc hM
      _ = √τ := by field
  have hsq : (x * M) ^ 2 < τ := (Real.lt_sqrt (by positivity)).mp hxM
  have hu : U ≤ τ / x ^ 2 := by
    rw [le_div_iff₀ (by positivity)]
    have hUM : U ≤ M ^ 2 := by nlinarith
    nlinarith [mul_le_mul_of_nonneg_right hUM (sq_nonneg x)]
  have hr : driftRatio τ x < 1 - 1 / w := by
    rw [driftRatio_scaling hτ hx]
    exact hU _ hu
  have ha : acceptance τ x ≤ driftRatio τ x := min_le_right _ _
  have hret : 1 < retention τ w x := (div_lt_iff₀' hw0).mp (by linarith)
  refine ⟨hret, ?_⟩
  -- the retained population is a geometric sequence
  have hc : ∀ n, copies τ w x n = retention τ w x ^ n := by
    intro n
    induction n with
    | zero => simp [copies]
    | succ n ih => rw [copies, ih, pow_succ']
  exact (tendsto_pow_atTop_atTop_of_one_lt hret).congr fun n => (hc n).symm
```

The order of the quantifiers carries physical information. For each $w>1$ there is a $c>0$, chosen before $\tau$, such that for every $\tau>0$ and every $x$ with $0<x<c\sqrt\tau$, both $R>1$ and $N_n\to\infty$ hold. The symbol `∧` means "and".

By hand:

1. The condition $w(1-p)>1$ is the same as $p<1-1/w$. The right side is positive because $w>1$; this is `hgap`.
2. Since $f(u)\to0$, there is a $U$ with $f(u)<1-1/w$ for all $u\ge U$.
3. Choose $M\ge1$ with $M\ge U$, and set $c = 1/M$.
4. If $0<x<c\sqrt\tau$, then $xM<\sqrt\tau$, so $u = \tau/x^2>M^2\ge M\ge U$. These are `hxM`, `hsq` and `hu`.
5. Therefore $p\le A(x)<1-1/w$, which gives $R>1$. These are `ha`, `hr` and `hret`.
6. The recursion gives $N_n = R^n$, proved by induction in `hc`, and a power of a number above 1 diverges.

At fixed weight, a smaller time step thus narrows the layer guaranteed by the theorem but never removes it. If the weight is instead $e^{-\tau(E_L-E_T)}$ with a fixed energy difference, it approaches one as $\tau\to0$, and $c$ then has to shrink towards zero.

## Where every drift move is accepted

```lean
/-- If `τ ≤ 3x²`, the noiseless drift move from `x` is accepted with certainty. -/
theorem acceptance_eq_one {τ x : ℝ} (hτ : 0 < τ) (hx : 0 < x) (h : τ ≤ 3 * x ^ 2) :
    acceptance τ x = 1 := by
  apply min_eq_left
  rw [driftRatio_scaling hτ hx]
  have hu : 0 ≤ τ / x ^ 2 := by positivity
  have hu3 : τ / x ^ 2 ≤ 3 := (div_le_iff₀ (by positivity)).mpr h
  generalize τ / x ^ 2 = u at hu hu3
  -- compare the exponent with the bound 2u/(u+2) ≤ log(1+u)
  have hl := Real.le_log_one_add_of_nonneg hu
  have hk : 2 * (2 * u / (u + 2)) - u / 2 * (1 + 1 / (1 + u)) ^ 2 =
      u * (u * (4 + 2 * u - u ^ 2)) / (2 * (u + 2) * (1 + u) ^ 2) := by field
  have hp : 0 ≤ 4 + 2 * u - u ^ 2 := by nlinarith
  have hq : 0 ≤ u * (u * (4 + 2 * u - u ^ 2)) / (2 * (u + 2) * (1 + u) ^ 2) :=
    div_nonneg (mul_nonneg hu (mul_nonneg hu hp)) (by positivity)
  have hs : (1 + u) ^ 2 = Real.exp (2 * Real.log (1 + u)) := by
    rw [two_mul, Real.exp_add, Real.exp_log (by positivity)]
    ring
  unfold scaledRatio
  rw [hs, ← Real.exp_add]
  apply Real.one_le_exp
  linarith
```

For $\tau>0$ and $x>0$ with $\tau\le3x^2$, that is $u\le3$, the theorem gives $p = 1$. The walker always leaves, and $R = 0$ whatever the weight. Persistent positions therefore satisfy $x<\sqrt{\tau/3}$.

It is enough to show $\ln f(u)\ge0$ for $0\le u\le3$. The bound $\ln(1+u)\ge2u/(u+2)$ gives
$$\ln f(u)\ \ge\ \frac{4u}{u+2}-\frac u2\Big(1+\frac1{1+u}\Big)^2 = \frac{u^2(4+2u-u^2)}{2(u+2)(1+u)^2}.$$
The polynomial $4+2u-u^2$ is concave and equals 4 at $u=0$ and 1 at $u=3$, so it is positive in between. In the proof, `hl` is the logarithmic bound, `hk` the identity, and `hp` and `hq` the signs. The step `hs` writes $(1+u)^2$ as an exponential so that the two exponents can be added. The value 3 is convenient rather than sharp: at $u=4$ the ratio is still about 1.4.

## Weight above one is the exact condition

```lean
/-- At any time step, positions where a walker leaves on average more than one copy of itself in
place per step exist exactly when the weight exceeds one. -/
theorem exists_persistent_iff {τ w : ℝ} (hτ : 0 < τ) :
    (∃ x > 0, 1 < retention τ w x) ↔ 1 < w := by
  constructor
  · rintro ⟨x, hx, h⟩
    by_contra hw
    have h0 : 0 ≤ acceptance τ x := by
      refine le_min zero_le_one ?_
      rw [driftRatio_eq]
      positivity
    have h1 : acceptance τ x ≤ 1 := min_le_left _ _
    unfold retention at h
    nlinarith [mul_nonneg (sub_nonneg.mpr (not_lt.mp hw)) (sub_nonneg.mpr h1)]
  · intro hw
    obtain ⟨c, hc, H⟩ := persistent_near_node hw
    have hs : 0 < c * √τ := mul_pos hc (Real.sqrt_pos.mpr hτ)
    exact ⟨c * √τ / 2, half_pos hs, (H τ hτ _ (half_pos hs) (half_lt_self hs)).1⟩

end

end PersistentWalkers
```

The symbol `↔` means "if and only if". At any fixed $\tau>0$, some position $x>0$ has $R>1$ exactly when $w>1$.

Suppose first that $w\le1$. Because $0\le p\le1$, we have $R = w(1-p)\le1-p\le1$ everywhere, so no position is persistent. The proof argues by contradiction: `h0` and `h1` bound $p$, and `nlinarith` finds the conflict with $R>1$. If instead $w>1$, the previous layer result supplies $c$, and the point $x = c\sqrt\tau/2$ lies inside the layer.

Rejection alone can hold a walker near the node, but in this model the expected number of copies there grows only if the weight exceeds one.

```lean
#print axioms PersistentWalkers.driftRatio_tendsto_zero
#print axioms PersistentWalkers.persistent_near_node
#print axioms PersistentWalkers.acceptance_eq_one
#print axioms PersistentWalkers.exists_persistent_iff
```

```
'PersistentWalkers.driftRatio_tendsto_zero' depends on axioms: [propext, Classical.choice, Quot.sound]
'PersistentWalkers.persistent_near_node' depends on axioms: [propext, Classical.choice, Quot.sound]
'PersistentWalkers.acceptance_eq_one' depends on axioms: [propext, Classical.choice, Quot.sound]
'PersistentWalkers.exists_persistent_iff' depends on axioms: [propext, Classical.choice, Quot.sound]
```
